# In a harmonic system, k linear constraints cannot raise the Verlet step limit past the one set by the (k+1)-th stiffest mode

## Could a clever constraint tame two fast vibrations at once?

Let $q\in\mathbb R^n$ be the mass-weighted displacement of a molecule from a potential minimum, $K$ the mass-weighted Hessian, and $\lambda_0\ge\lambda_1\ge\dots\ge\lambda_{n-1}$ its eigenvalues, which are the squared frequencies. Verlet with time step $h$ blows up once $h^2\lambda_0>4$, so I freeze fast bond stretches with $k<n$ linear constraints $Gq=0$.

Each constraint can mix as many coordinates as I like. Could a well-chosen set of $k$ constraints suppress more than $k$ fast modes, and so allow a step beyond $2/\sqrt{\lambda_k}$?

## No: a direction at least as stiff as mode k survives

With numbering from zero, $\lambda_k$ is the $(k+1)$-th largest eigenvalue. Whatever $G$ is, $h^2\lambda_k>4$ implies that some constrained trajectory grows without bound. For molecular dynamics this limits what constraints can gain in step size, as long as the forces are harmonic and the constraints linear.

**A stiff allowed direction.** Let $u_i$ be the orthonormal modes, $Ku_i=\lambda_iu_i$. Then
$$x\cdot x=\sum_i(u_i\cdot x)^2,\qquad x\cdot Kx=\sum_i\lambda_i(u_i\cdot x)^2 .$$
Try $z=\sum_{j=0}^{k}c_ju_j$. The condition $Gz=0$ is $k$ homogeneous equations for $k+1$ amplitudes, so it has a solution $c\neq0$. Orthonormality gives $z\ne0$ and
$$z\cdot Kz=\sum_{j=0}^{k}\lambda_jc_j^2\ \ge\ \lambda_k\sum_{j=0}^{k}c_j^2=\lambda_k\,z\cdot z .$$
Dividing $z$ by its length gives an allowed unit vector with $x\cdot Kx\ge\lambda_k$.

**A constrained normal mode.** That vector need not be a mode of the constrained motion, because $K$ may couple it to other allowed directions. So maximise $x\cdot Kx$ over all allowed unit vectors, which form a compact, nonempty set. Let $x$ now be a maximiser and $\mu\ge\lambda_k$ the maximum. By scaling, $z\cdot Kz\le\mu\,z\cdot z$ for every allowed $z$. Insert $z=x+ty$ with $y$ allowed and $t$ real:
$$2t\,b\le t^2a,\qquad b=y\cdot Kx-\mu\,y\cdot x,\qquad a=\mu\,y\cdot y-y\cdot Ky\ge0 .$$
If $b\neq0$, a small $t$ with the sign of $b$ violates this. Hence $y\cdot Kx=\mu\,y\cdot x$ for all allowed $y$.

**Growth.** Put $q_m=r^mx$. Along every allowed $y$, the Verlet recursion holds if
$$r^2-2r+1=-h^2\mu\,r .$$
With $s=h^2\mu>4$, one root is $r=\tfrac12\bigl(2-s-\sqrt{(s-2)^2-4}\bigr)<-1$. The displacement flips sign at each step, and $q_m\cdot q_m=r^{2m}\to\infty$.

**Sharpness.** If the constraints are $u_i\cdot x=0$ for $i<k$, only terms with $i\ge k$ remain, so $x\cdot Kx\le\lambda_k\,x\cdot x$. The largest Rayleigh quotient left is then exactly $\lambda_k$.

### What the Lean statements say

Displacements have type `Fin n → ℝ`, `⬝ᵥ` is the scalar product and `*ᵥ` applies a matrix. For a real matrix, `K.IsHermitian` means symmetric. The number $\lambda_i$ is `sqFreq hK i`, and $u_i$ is `mode hK i`; `sqFreq hK ⟨k, hk⟩` is $\lambda_k$, where `hk` states $k<n$. Negative eigenvalues are permitted, although they are not squares of real frequencies.

`IsConstrainedVerlet K G h q` requires $Gq_m=0$ at every step and
$$y\cdot(q_{m+2}-2q_{m+1}+q_m)=-h^2\,y\cdot Kq_{m+1}$$
for every allowed $y$. This is d'Alembert's principle: constraint forces do no work along allowed displacements. It replaces the Lagrange multipliers of the usual formulation.

`exists_stiff_allowed` gives the stiff unit vector, `constrained_verlet_unstable` the unbounded trajectory, and `freeze_stiffest_modes` the sharpness bound. The rows of $G$ may be linearly dependent, and $k=0$ is the unconstrained case. The instability theorem provides one growing trajectory; stability at smaller steps is a separate question.

The step from this model to a real molecule is linearisation: bond-length constraints are curved and the potential is anharmonic, while $G$ and $K$ describe both only to leading order near a minimum that satisfies the constraints.

```lean
import Mathlib

open Matrix Filter

namespace ConstrainedStepLimit

noncomputable section

variable {n k : ℕ} {K : Matrix (Fin n) (Fin n) ℝ}

/-- The ordering of the normal modes of a symmetric Hessian from stiff to soft. -/
def stiffOrder (hK : K.IsHermitian) : Equiv.Perm (Fin n) :=
  Tuple.sort (fun i => -hK.eigenvalues i)

/-- The eigenvalues of the symmetric mass-weighted Hessian `K`, listed from stiff to soft and
numbered from zero. -/
def sqFreq (hK : K.IsHermitian) (i : Fin n) : ℝ := hK.eigenvalues (stiffOrder hK i)

/-- The normal mode that belongs to `sqFreq hK i`. -/
def mode (hK : K.IsHermitian) (i : Fin n) : Fin n → ℝ :=
  (hK.eigenvectorBasis (stiffOrder hK i)).ofLp

/-- Verlet trajectory with step `h` under the linear force `-K q` and the constraints `G q = 0`:
the constraint forces do no work along displacements `y` that the constraints allow. -/
def IsConstrainedVerlet (K : Matrix (Fin n) (Fin n) ℝ) (G : Matrix (Fin k) (Fin n) ℝ)
    (h : ℝ) (q : ℕ → Fin n → ℝ) : Prop :=
  ∀ m, G *ᵥ q m = 0 ∧ ∀ y, G *ᵥ y = 0 →
    y ⬝ᵥ (q (m + 2) - (2 : ℝ) • q (m + 1) + q m) = -h ^ 2 * (y ⬝ᵥ K *ᵥ q (m + 1))

/-- The squared frequencies are listed in decreasing order. -/
theorem sqFreq_antitone (hK : K.IsHermitian) : Antitone (sqFreq hK) := by
  intro i j hij
  have h : -hK.eigenvalues (stiffOrder hK i) ≤ -hK.eigenvalues (stiffOrder hK j) :=
    Tuple.monotone_sort (fun i => -hK.eigenvalues i) hij
  unfold sqFreq
  linarith

/-- The modes are eigenvectors of the symmetric Hessian, and they are orthonormal. -/
theorem mode_spec (hK : K.IsHermitian) (i : Fin n) :
    K *ᵥ mode hK i = sqFreq hK i • mode hK i ∧
      ∀ j, mode hK i ⬝ᵥ mode hK j = if i = j then (1 : ℝ) else 0 := by
  refine ⟨hK.mulVec_eigenvectorBasis _, fun j => ?_⟩
  have h := orthonormal_iff_ite.mp hK.eigenvectorBasis.orthonormal
    (stiffOrder hK i) (stiffOrder hK j)
  rw [EuclideanSpace.inner_eq_star_dotProduct] at h
  simp only [star_trivial, (stiffOrder hK).injective.eq_iff] at h
  rw [dotProduct_comm]
  exact h

/-- The scalar product of two displacements is the sum, over the orthonormal modes of a symmetric
Hessian, of the products of their mode amplitudes. -/
theorem dot_eq_sum_modes (hK : K.IsHermitian) (x y : Fin n → ℝ) :
    x ⬝ᵥ y = ∑ i, (mode hK i ⬝ᵥ x) * (mode hK i ⬝ᵥ y) := by
  let U : Matrix (Fin n) (Fin n) ℝ := Matrix.of (mode hK)
  have h1 : U * Uᵀ = 1 := by
    ext i j
    rw [Matrix.mul_apply, Matrix.one_apply]
    exact (mode_spec hK i).2 j
  have h2 : Uᵀ * U = 1 := mul_eq_one_comm.mp h1
  calc x ⬝ᵥ y = x ⬝ᵥ ((Uᵀ * U) *ᵥ y) := by rw [h2, Matrix.one_mulVec]
    _ = (U *ᵥ x) ⬝ᵥ (U *ᵥ y) := by
      rw [← Matrix.mulVec_mulVec, Matrix.dotProduct_mulVec, Matrix.vecMul_transpose]
    _ = _ := rfl

/-- For a symmetric Hessian, the work form `⟨x, K y⟩` is symmetric in the two displacements. -/
theorem work_symm (hK : K.IsHermitian) (x y : Fin n → ℝ) :
    x ⬝ᵥ K *ᵥ y = y ⬝ᵥ K *ᵥ x := by
  have hT : Kᵀ = K := by
    rw [← Matrix.conjTranspose_eq_transpose_of_trivial]
    exact hK.eq
  rw [Matrix.dotProduct_mulVec, ← Matrix.mulVec_transpose, hT, dotProduct_comm]

/-- For a symmetric Hessian `K`, the quadratic form `⟨x, K x⟩` is the sum over modes of squared
frequency times squared amplitude. -/
theorem energy_eq_sum_modes (hK : K.IsHermitian) (x : Fin n → ℝ) :
    x ⬝ᵥ K *ᵥ x = ∑ i, sqFreq hK i * (mode hK i ⬝ᵥ x) ^ 2 := by
  rw [dot_eq_sum_modes hK x (K *ᵥ x)]
  refine Finset.sum_congr rfl fun i _ => ?_
  rw [work_symm hK (mode hK i) x, (mode_spec hK i).1, dotProduct_smul, smul_eq_mul,
    dotProduct_comm x]
  ring

/-- A nonzero displacement can be scaled to unit length, and `⟨x, K x⟩` then becomes the
Rayleigh quotient. -/
theorem exists_normalised (K : Matrix (Fin n) (Fin n) ℝ) {x : Fin n → ℝ} (hx : x ≠ 0) :
    ∃ a : ℝ, (a • x) ⬝ᵥ (a • x) = 1 ∧ 0 < x ⬝ᵥ x ∧
      (a • x) ⬝ᵥ K *ᵥ (a • x) = (x ⬝ᵥ K *ᵥ x) / (x ⬝ᵥ x) := by
  obtain ⟨i, hi⟩ := Function.ne_iff.mp hx
  have hs : 0 < x ⬝ᵥ x := Finset.sum_pos' (fun j _ => mul_self_nonneg (x j))
    ⟨i, Finset.mem_univ i, mul_self_pos.mpr hi⟩
  have ha : (√(x ⬝ᵥ x))⁻¹ * (√(x ⬝ᵥ x))⁻¹ = (x ⬝ᵥ x)⁻¹ := by
    rw [← mul_inv, Real.mul_self_sqrt hs.le]
  refine ⟨(√(x ⬝ᵥ x))⁻¹, ?_, hs, ?_⟩
  · rw [smul_dotProduct, dotProduct_smul, smul_eq_mul, smul_eq_mul, ← mul_assoc, ha,
      inv_mul_cancel₀ hs.ne']
  · rw [Matrix.mulVec_smul, smul_dotProduct, dotProduct_smul, smul_eq_mul, smul_eq_mul,
      ← mul_assoc, ha, div_eq_inv_mul]

/-- Under `k < n` linear constraints on a system with symmetric Hessian, some allowed unit
displacement has `⟨x, K x⟩` at least the `(k+1)`-th largest eigenvalue. -/
theorem exists_stiff_allowed (hK : K.IsHermitian) (hk : k < n) (G : Matrix (Fin k) (Fin n) ℝ) :
    ∃ x, x ⬝ᵥ x = 1 ∧ G *ᵥ x = 0 ∧ sqFreq hK ⟨k, hk⟩ ≤ x ⬝ᵥ K *ᵥ x := by
  let V : Matrix (Fin n) (Fin (k + 1)) ℝ := Matrix.of fun a j => mode hK (Fin.castLE hk j) a
  -- k equations for k + 1 amplitudes have a nonzero solution
  obtain ⟨c, hc0, hc⟩ : ∃ c, c ≠ 0 ∧ (G * V) *ᵥ c = 0 := by
    by_contra hcon
    have hinj : Function.Injective (G * V).mulVecLin := by
      rw [← LinearMap.ker_eq_bot, LinearMap.ker_eq_bot']
      intro c h
      by_contra h0
      exact hcon ⟨c, h0, h⟩
    have h := LinearMap.finrank_le_finrank_of_injective hinj
    rw [Module.finrank_fin_fun, Module.finrank_fin_fun] at h
    omega
  have coef : ∀ i, mode hK i ⬝ᵥ (V *ᵥ c) =
      ∑ j, (if i = Fin.castLE hk j then (1 : ℝ) else 0) * c j := by
    intro i
    rw [Matrix.dotProduct_mulVec]
    refine Finset.sum_congr rfl fun j _ => ?_
    rw [← (mode_spec hK i).2 (Fin.castLE hk j)]
    rfl
  have hx0 : V *ᵥ c ≠ 0 := by
    intro h
    apply hc0
    ext j
    have hj := coef (Fin.castLE hk j)
    rw [h, dotProduct_zero] at hj
    simpa [Fin.castLE_inj] using hj.symm
  -- only modes with index at most k (numbered from zero) contribute
  have hge : sqFreq hK ⟨k, hk⟩ * ((V *ᵥ c) ⬝ᵥ (V *ᵥ c)) ≤ (V *ᵥ c) ⬝ᵥ K *ᵥ (V *ᵥ c) := by
    rw [energy_eq_sum_modes hK, dot_eq_sum_modes hK (V *ᵥ c) (V *ᵥ c), Finset.mul_sum]
    refine Finset.sum_le_sum fun i _ => ?_
    by_cases hi : i ≤ ⟨k, hk⟩
    · nlinarith [mul_le_mul_of_nonneg_right (sqFreq_antitone hK hi)
        (sq_nonneg (mode hK i ⬝ᵥ (V *ᵥ c)))]
    · have h0 : mode hK i ⬝ᵥ (V *ᵥ c) = 0 := by
        rw [coef]
        refine Finset.sum_eq_zero fun j _ => ?_
        rw [if_neg, zero_mul]
        intro h
        apply hi
        rw [h]
        exact Nat.lt_succ_iff.mp j.isLt
      rw [h0]
      simp
  obtain ⟨a, ha, hpos, he⟩ := exists_normalised K hx0
  refine ⟨a • (V *ᵥ c), ha, ?_, ?_⟩
  · rw [Matrix.mulVec_smul, Matrix.mulVec_mulVec, hc, smul_zero]
  · rw [he, le_div_iff₀ hpos]
    exact hge

/-- Under `k < n` linear constraints, a system with symmetric Hessian has a constrained normal
mode whose squared frequency `μ` is at least the `(k+1)`-th largest eigenvalue. -/
theorem exists_constrained_mode (hK : K.IsHermitian) (hk : k < n)
    (G : Matrix (Fin k) (Fin n) ℝ) :
    ∃ (x : Fin n → ℝ) (μ : ℝ), x ⬝ᵥ x = 1 ∧ G *ᵥ x = 0 ∧ sqFreq hK ⟨k, hk⟩ ≤ μ ∧
      ∀ y, G *ᵥ y = 0 → y ⬝ᵥ K *ᵥ x = μ * (y ⬝ᵥ x) := by
  obtain ⟨x₀, h1, h2, h3⟩ := exists_stiff_allowed hK hk G
  let S : Set (Fin n → ℝ) := {x | x ⬝ᵥ x = 1 ∧ G *ᵥ x = 0}
  have hcl : IsClosed S :=
    (isClosed_eq (by simp only [dotProduct]; fun_prop) continuous_const).inter
      (isClosed_eq (Continuous.matrix_mulVec continuous_const continuous_id) continuous_const)
  have hcpt : IsCompact S := by
    refine (isCompact_Icc (a := fun _ : Fin n => (-1 : ℝ))
      (b := fun _ => 1)).of_isClosed_subset hcl ?_
    rintro x ⟨hx, _⟩
    have hb : ∀ i, -1 ≤ x i ∧ x i ≤ 1 := by
      intro i
      have hi : x i * x i ≤ x ⬝ᵥ x := Finset.single_le_sum (f := fun i => x i * x i)
        (fun j _ => mul_self_nonneg (x j)) (Finset.mem_univ i)
      rw [hx] at hi
      exact ⟨by nlinarith, by nlinarith⟩
    exact ⟨fun i => (hb i).1, fun i => (hb i).2⟩
  have hcont : Continuous fun x : Fin n → ℝ => x ⬝ᵥ K *ᵥ x := by
    simp only [dotProduct, Matrix.mulVec]
    fun_prop
  -- the stiffest allowed direction
  obtain ⟨x, ⟨hx1, hxG⟩, hmax⟩ := hcpt.exists_isMaxOn ⟨x₀, h1, h2⟩ hcont.continuousOn
  have top : ∀ z, G *ᵥ z = 0 → z ⬝ᵥ K *ᵥ z ≤ (x ⬝ᵥ K *ᵥ x) * (z ⬝ᵥ z) := by
    intro z hz
    by_cases hz0 : z = 0
    · simp [hz0]
    · obtain ⟨a, ha, hpos, he⟩ := exists_normalised K hz0
      have h : (a • z) ⬝ᵥ K *ᵥ (a • z) ≤ x ⬝ᵥ K *ᵥ x :=
        isMaxOn_iff.mp hmax _ ⟨ha, by rw [Matrix.mulVec_smul, hz, smul_zero]⟩
      rwa [he, div_le_iff₀ hpos] at h
  have quad : ∀ a b : ℝ, 0 ≤ a → (∀ t : ℝ, 2 * t * b ≤ t ^ 2 * a) → b = 0 := by
    intro a b ha h
    obtain ⟨s, hs0, hs⟩ : ∃ s : ℝ, 0 < s ∧ s * (a + 1) = 1 :=
      ⟨(a + 1)⁻¹, by positivity, inv_mul_cancel₀ (by positivity)⟩
    have e : 2 * (s * b) * b - (s * b) ^ 2 * a = s * b ^ 2 * (1 + s) := by
      linear_combination (-(s * b ^ 2)) * hs
    by_contra hb
    have hp : 0 < s * b ^ 2 * (1 + s) := by positivity
    linarith [h (s * b)]
  refine ⟨x, x ⬝ᵥ K *ᵥ x, hx1, hxG, h3.trans (isMaxOn_iff.mp hmax _ ⟨h1, h2⟩),
    fun y hy => ?_⟩
  -- the first variation along y vanishes
  refine sub_eq_zero.mp (quad _ _ (sub_nonneg.mpr (top y hy)) fun t => ?_)
  have h := top (x + t • y) (by rw [Matrix.mulVec_add, Matrix.mulVec_smul, hxG, hy]; simp)
  simp only [Matrix.mulVec_add, Matrix.mulVec_smul, dotProduct_add, add_dotProduct,
    smul_dotProduct, dotProduct_smul, smul_eq_mul] at h
  rw [work_symm hK x y, dotProduct_comm x y, hx1] at h
  linarith

/-- With a symmetric Hessian and `k < n` linear constraints, if `h ^ 2` times the `(k+1)`-th
largest eigenvalue exceeds 4, some constrained Verlet trajectory grows without bound. -/
theorem constrained_verlet_unstable (hK : K.IsHermitian) (hk : k < n)
    (G : Matrix (Fin k) (Fin n) ℝ) (h : ℝ) (hstep : 4 < h ^ 2 * sqFreq hK ⟨k, hk⟩) :
    ∃ q, IsConstrainedVerlet K G h q ∧ Tendsto (fun m => q m ⬝ᵥ q m) atTop atTop := by
  obtain ⟨x, μ, hx, hG, hμ, hmode⟩ := exists_constrained_mode hK hk G
  have hs : 4 < h ^ 2 * μ := hstep.trans_le (mul_le_mul_of_nonneg_left hμ (sq_nonneg h))
  -- the growing root of the Verlet recursion
  obtain ⟨r, hr, hroot⟩ : ∃ r : ℝ, 1 < r ^ 2 ∧ r ^ 2 - 2 * r + 1 = -h ^ 2 * μ * r := by
    have hd := Real.mul_self_sqrt (show 0 ≤ (h ^ 2 * μ - 2) ^ 2 - 4 by nlinarith)
    have hd0 := Real.sqrt_nonneg ((h ^ 2 * μ - 2) ^ 2 - 4)
    refine ⟨(2 - h ^ 2 * μ - √((h ^ 2 * μ - 2) ^ 2 - 4)) / 2, ?_, ?_⟩
    · have hlt : (2 - h ^ 2 * μ - √((h ^ 2 * μ - 2) ^ 2 - 4)) / 2 < -1 := by linarith
      nlinarith [hlt]
    · linear_combination hd / 4
  refine ⟨fun m => r ^ m • x, fun m => ⟨by simp [Matrix.mulVec_smul, hG], fun y hy => ?_⟩, ?_⟩
  · simp only [dotProduct_add, dotProduct_sub, dotProduct_smul, Matrix.mulVec_smul,
      smul_eq_mul, hmode y hy]
    linear_combination r ^ m * (y ⬝ᵥ x) * hroot
  · refine (tendsto_pow_atTop_atTop_of_one_lt hr).congr fun m => ?_
    simp only [smul_dotProduct, dotProduct_smul, smul_eq_mul, hx]
    ring

/-- If the constraints freeze the `k < n` stiffest modes of a symmetric Hessian, every allowed
displacement has `⟨x, K x⟩` at most the `(k+1)`-th largest eigenvalue times `⟨x, x⟩`. -/
theorem freeze_stiffest_modes (hK : K.IsHermitian) (hk : k < n) (x : Fin n → ℝ)
    (hx : (Matrix.of fun i : Fin k => mode hK (Fin.castLE hk.le i)) *ᵥ x = 0) :
    x ⬝ᵥ K *ᵥ x ≤ sqFreq hK ⟨k, hk⟩ * (x ⬝ᵥ x) := by
  rw [energy_eq_sum_modes hK, dot_eq_sum_modes hK x x, Finset.mul_sum]
  refine Finset.sum_le_sum fun i _ => ?_
  by_cases hi : (i : ℕ) < k
  · have h0 : mode hK i ⬝ᵥ x = 0 := congrFun hx ⟨i, hi⟩
    rw [h0]
    simp
  · have hki : (⟨k, hk⟩ : Fin n) ≤ i := not_lt.mp hi
    nlinarith [mul_le_mul_of_nonneg_right (sqFreq_antitone hK hki)
      (sq_nonneg (mode hK i ⬝ᵥ x))]

end

end ConstrainedStepLimit
```

```lean
#print axioms ConstrainedStepLimit.exists_constrained_mode
-- 'ConstrainedStepLimit.exists_constrained_mode' depends on axioms: [propext, Classical.choice, Quot.sound]
#print axioms ConstrainedStepLimit.constrained_verlet_unstable
-- 'ConstrainedStepLimit.constrained_verlet_unstable' depends on axioms: [propext, Classical.choice, Quot.sound]
#print axioms ConstrainedStepLimit.freeze_stiffest_modes
-- 'ConstrainedStepLimit.freeze_stiffest_modes' depends on axioms: [propext, Classical.choice, Quot.sound]
```

### From the modes to the growing trajectory

`sqFreq_antitone` and `mode_spec` supply the ordering and the orthonormal eigenvectors. `dot_eq_sum_modes` and `energy_eq_sum_modes` are the two expansions above; despite the second name, $x\cdot Kx$ is twice the harmonic potential energy. `work_symm` is the symmetry $x\cdot Ky=y\cdot Kx$, and `exists_normalised` does the scaling to unit length.

In `exists_stiff_allowed`, the columns of `V` are the modes $u_0,\dots,u_k$, so $z$ is `V *ᵥ c`. The auxiliary fact `coef` computes its mode amplitudes, and `hge` compares the two sums term by term: modes up to index $k$ use the ordering, and the others have zero amplitude.

`exists_constrained_mode` shows that the allowed unit vectors form a closed subset of a box, hence a compact set, and takes the maximiser from `exists_isMaxOn`. The inequality for all allowed $z$ is `top`. Where the derivation takes a small $t$, `quad` uses the explicit value $t=b/(a+1)$, for which $2tb-t^2a$ is positive unless $b=0$.

`constrained_verlet_unstable` writes down the root $r$, checks its quadratic equation with `linear_combination`, and obtains divergence from $r^2>1$. `freeze_stiffest_modes` repeats the term-by-term comparison with the first $k$ amplitudes set to zero.

### Counting dimensions with an injective map

The count "$k$ equations, $k+1$ unknowns" enters through `LinearMap.finrank_le_finrank_of_injective`: an injective linear map cannot go from a space into one of smaller dimension. The matrix `G * V` maps amplitudes in $\mathbb R^{k+1}$ to constraint values in $\mathbb R^k$. If only $c=0$ were sent to zero, the kernel would be trivial and the map injective, so the lemma would give $k+1\le k$, which `omega` refutes. No row reduction or rank of $G$ is needed, which is why redundant constraints cause no difficulty.

### The surviving frequency in a bond-constrained molecule

For bond constraints, each row of $G$ is the Cartesian gradient of one bond length at the minimum, with every component divided by the square root of the corresponding atomic mass. Let the columns of $Z$ be an orthonormal basis of the displacements with $Gx=0$. The largest eigenvalue of $Z^{\mathsf T}KZ$ is $\mu$, and if it is positive, the harmonic step limit is $2/\sqrt\mu$.

Suppose that $k$ modes lie at 3000 cm⁻¹ and the next one at 1500 cm⁻¹. A mode of wavenumber $\tilde\nu$ has the limit $1/(\pi c\tilde\nu)$, with $c$ the speed of light, which is about 3.5 fs for the first group and 7.1 fs for the next mode. No choice of $k$ linear constraints moves the limit past 7.1 fs. Actual bond constraints may leave it lower, since a bond stretch is seldom exactly a normal mode and some of the fast motion can remain among the allowed displacements.
